# Integer cyclic convolution is recovered exactly from a transform modulo a prime p, built on a root of unity whose order is the period, when its entries are smaller than p/2 in absolute value

A calculation modulo a prime $p$ ends in residues, and a residue stands for infinitely many integers. To compare the outcome with an integer convolution, one integer must be chosen for each residue. Here it is the integer of smallest absolute value, the positive one in a tie, so the possible outputs are the integers $m$ with $-p < 2m \le p$. For odd $p$ this range is symmetric about zero; for $p = 2$ it contains only $0$ and $1$. The range determines how large the convolution may become before the answer is wrong.

The setting is a one-dimensional periodic grid of $N \ge 1$ sites. Sites and modes are both labelled by elements of `ZMod N`, the integers modulo $N$, so that differences of sites wrap around the grid. The residues are elements of `ZMod p`. In Lean, `[NeZero N]` excludes the empty period.

```lean
import Mathlib

open Finset

namespace ExactIntegerConvolution

noncomputable section

variable {p N : ℕ} [NeZero N]
```

## The convolution and its modular transform

Let $a$ and $b$ be integer sequences of period $N$. Their cyclic convolution is

$$c(x) = \sum_y a(y)\, b(x-y),$$

computed in the integers, with the difference $x-y$ taken modulo $N$.

```lean
/-- The cyclic convolution of two integer sequences of period `N`. -/
def cyclicConv (a b : ZMod N → ℤ) (x : ZMod N) : ℤ := ∑ y, a y * b (x - y)
```

The role of $e^{-2\pi i/N}$ in the discrete Fourier transform is taken by a residue $w$ whose multiplicative order is $N$: $w^N = 1$, and no smaller positive power of $w$ is $1$. The modular plane waves are the powers $w^{kx}$, and the transform is

$$\hat a(k) = \sum_x w^{kx} a(x) \pmod p.$$

The definition uses natural numbers as exponents: `k.val` and `x.val` denote the representatives of $k$ and $x$ between $0$ and $N-1$. The definition accepts any `w`; the condition on its order enters as the hypothesis `orderOf w = N` of the theorems.

```lean
/-- The `w`-transform of an integer sequence, computed modulo `p`. -/
def transform (w : ZMod p) (a : ZMod N → ℤ) (k : ZMod N) : ZMod p :=
  ∑ x : ZMod N, w ^ (k.val * x.val) * (a x : ZMod p)
```

The inverse transform uses the inverse phase and carries the whole prefactor:

$$\check F(x) = N^{-1} \sum_k w^{-kx} F(k) \pmod p.$$

Both inverses are taken modulo $p$.

```lean
/-- The inverse `w`-transform of a spectrum of residues modulo `p`. -/
def inverseTransform (w : ZMod p) (F : ZMod N → ZMod p) (x : ZMod N) : ZMod p :=
  (N : ZMod p)⁻¹ * ∑ k : ZMod N, w⁻¹ ^ (k.val * x.val) * F k
```

The algorithm transforms both sequences, multiplies the spectra mode by mode, transforms back and lifts each residue with `valMinAbs`, which selects the integer of smallest absolute value.

```lean
/-- The convolution algorithm: transform both sequences, multiply pointwise, transform back, and
lift each residue to the integer of smallest absolute value (the positive one in a tie). -/
def modularConv (w : ZMod p) (a b : ZMod N → ℤ) (x : ZMod N) : ℤ :=
  (inverseTransform w (fun k => transform w a k * transform w b k) x).valMinAbs
```

## Phases multiply when sites add

The representative of $y+z$ is the ordinary sum of the representatives of $y$ and $z$, reduced modulo $N$. Since $w^N = 1$, this reduction does not change the power of $w$, and therefore

$$w^{k(y+z)} = w^{ky}\, w^{kz}.$$

In the proof, `pow_mod_orderOf` removes the reduction from the exponent, and the remaining steps rearrange powers.

```lean
/-- The phase of a mode at the sum of two sites is the product of its phases at the sites. -/
theorem phase_add {w : ZMod p} (hw : orderOf w = N) (k y z : ZMod N) :
    w ^ (k.val * (y + z).val) = w ^ (k.val * y.val) * w ^ (k.val * z.val) := by
  have h := pow_mod_orderOf w (y.val + z.val)
  rw [hw, ← ZMod.val_add] at h
  rw [Nat.mul_comm k.val (y + z).val, pow_mul, h, ← pow_mul, ← pow_add]
  congr 1
  ring
```

## Orthogonality of the modular plane waves

Put $u = w^{-x} w^{y}$. The sum over modes is then geometric:

$$\sum_k w^{-kx} w^{ky} = \sum_{i=0}^{N-1} u^i .$$

If $x = y$, then $u = 1$ and the sum is $N$. If $x \ne y$, then $u \ne 1$, because the powers $w^0, \dots, w^{N-1}$ are all different. Moreover $u^N = 1$, so

$$(1-u)\sum_{i=0}^{N-1} u^i = 1 - u^N = 0 .$$

The residues modulo a prime form a field, so one of the two factors vanishes. It is not $1-u$, hence the sum is zero.

The Lean proof follows this order. `hsum` replaces the sum over `ZMod N` by a sum over $0,\dots,N-1$, `hu` and `huN` establish $u \ne 1$ and $u^N = 1$, and `mul_neg_geom_sum` supplies the geometric identity.

```lean
/-- Orthogonality of the modular plane waves: the sum over all modes is `N` for equal sites
and zero for different ones. -/
theorem phase_orthogonality [Fact p.Prime] {w : ZMod p} (hw : orderOf w = N) (x y : ZMod N) :
    ∑ k : ZMod N, w⁻¹ ^ (k.val * x.val) * w ^ (k.val * y.val)
      = if x = y then (N : ZMod p) else 0 := by
  have hN : w ^ N = 1 := by
    have h := pow_orderOf_eq_one w
    rwa [hw] at h
  have hw0 : w ≠ 0 := by
    intro h
    rw [h, zero_pow (NeZero.ne N)] at hN
    exact zero_ne_one hN
  -- the sum over modes is a geometric sum
  have hsum : ∑ k : ZMod N, w⁻¹ ^ (k.val * x.val) * w ^ (k.val * y.val)
      = ∑ i ∈ range N, (w⁻¹ ^ x.val * w ^ y.val) ^ i := by
    refine Finset.sum_nbij' (fun k => k.val) (fun i => (i : ZMod N)) ?_ ?_ ?_ ?_ ?_
    · intro k _
      exact Finset.mem_range.mpr (ZMod.val_lt k)
    · intro i _
      exact Finset.mem_univ _
    · intro k _
      exact ZMod.natCast_zmod_val k
    · intro i hi
      exact ZMod.val_natCast_of_lt (Finset.mem_range.mp hi)
    · intro k _
      rw [mul_pow, ← pow_mul, ← pow_mul, Nat.mul_comm x.val k.val, Nat.mul_comm y.val k.val]
  rw [hsum]
  by_cases hxy : x = y
  · rw [if_pos hxy, hxy, ← mul_pow, inv_mul_cancel₀ hw0]
    simp
  · rw [if_neg hxy]
    have hu : w⁻¹ ^ x.val * w ^ y.val ≠ 1 := by
      intro hu
      have h : w ^ y.val = w ^ x.val := by
        calc w ^ y.val = w ^ x.val * (w⁻¹ ^ x.val * w ^ y.val) := by
              rw [← mul_assoc, ← mul_pow, mul_inv_cancel₀ hw0, one_pow, one_mul]
          _ = w ^ x.val := by rw [hu, mul_one]
      have hprim : IsPrimitiveRoot w N := by
        have h' := IsPrimitiveRoot.orderOf w
        rwa [hw] at h'
      exact hxy (ZMod.val_injective N
        (hprim.pow_inj (ZMod.val_lt y) (ZMod.val_lt x) h)).symm
    have huN : (w⁻¹ ^ x.val * w ^ y.val) ^ N = 1 := by
      rw [mul_pow, ← pow_mul, ← pow_mul, Nat.mul_comm x.val N, Nat.mul_comm y.val N,
        pow_mul, pow_mul, inv_pow, hN]
      simp
    have hg := mul_neg_geom_sum (w⁻¹ ^ x.val * w ^ y.val) N
    rw [huN, sub_self] at hg
    exact (mul_eq_zero.mp hg).resolve_left (sub_ne_zero.mpr (Ne.symm hu))
```

## The prefactor can be inverted

Division by $N$ requires that $p$ does not divide $N$. Since $w^N = 1$ with $N \ge 1$, the residue $w$ is nonzero. Fermat's little theorem then gives $w^{p-1} = 1$, so the order $N$ divides $p-1$. If $p$ divided $N$, it would also divide $p-1$, which is positive and smaller than $p$.

```lean
/-- The length `N` of the transform is nonzero modulo `p`. -/
theorem length_ne_zero [Fact p.Prime] {w : ZMod p} (hw : orderOf w = N) :
    (N : ZMod p) ≠ 0 := by
  have hw0 : w ≠ 0 := by
    intro h
    have h1 := pow_orderOf_eq_one w
    rw [hw, h, zero_pow (NeZero.ne N)] at h1
    exact zero_ne_one h1
  have hd : N ∣ p - 1 := by
    have h := orderOf_dvd_of_pow_eq_one (ZMod.pow_card_sub_one_eq_one hw0)
    rwa [hw] at h
  intro h
  have hpN : p ∣ N := (CharP.cast_eq_zero_iff (ZMod p) p N).mp h
  have h2 := (Fact.out : p.Prime).two_le
  have h3 := Nat.le_of_dvd (by omega) (hpN.trans hd)
  omega
```

## The convolution theorem modulo p

Inserting both transforms into the inverse transform and combining their phases gives

$$
\begin{aligned}
N^{-1}\sum_k w^{-kx}\, \hat a(k)\, \hat b(k)
&= N^{-1}\sum_{y,z} a(y)\, b(z) \sum_k w^{-kx} w^{k(y+z)} \\
&= N^{-1}\sum_{y,z} a(y)\, b(z)\, N\, \delta_{x,\,y+z} \\
&= \sum_y a(y)\, b(x-y) = c(x) \pmod p .
\end{aligned}
$$

No bound on the size of $c$ has been used so far. The three stages of the `calc` block are the expansion into a triple sum, the exchange of summations, and the use of orthogonality; `Finset.sum_eq_single (x - y)` keeps the one surviving value of $z$.

```lean
/-- Before the lift, the algorithm yields the integer convolution reduced modulo `p`. -/
theorem residue_eq [Fact p.Prime] {w : ZMod p} (hw : orderOf w = N) (a b : ZMod N → ℤ)
    (x : ZMod N) :
    inverseTransform w (fun k => transform w a k * transform w b k) x
      = (cyclicConv a b x : ZMod p) := by
  have key : ∑ k : ZMod N, w⁻¹ ^ (k.val * x.val) * (transform w a k * transform w b k)
      = (N : ZMod p) * (cyclicConv a b x : ZMod p) := by
    calc _ = ∑ k : ZMod N, ∑ y : ZMod N, ∑ z : ZMod N, ((a y : ZMod p) * (b z : ZMod p)) *
            (w⁻¹ ^ (k.val * x.val) * w ^ (k.val * (y + z).val)) := by
          refine Finset.sum_congr rfl fun k _ => ?_
          simp only [transform]
          rw [Finset.sum_mul_sum, Finset.mul_sum]
          refine Finset.sum_congr rfl fun y _ => ?_
          rw [Finset.mul_sum]
          refine Finset.sum_congr rfl fun z _ => ?_
          rw [phase_add hw k y z]
          generalize w⁻¹ = v
          ring
      _ = ∑ y : ZMod N, ∑ z : ZMod N, ((a y : ZMod p) * (b z : ZMod p)) *
            ∑ k : ZMod N, w⁻¹ ^ (k.val * x.val) * w ^ (k.val * (y + z).val) := by
          rw [Finset.sum_comm]
          refine Finset.sum_congr rfl fun y _ => ?_
          rw [Finset.sum_comm]
          refine Finset.sum_congr rfl fun z _ => ?_
          rw [Finset.mul_sum]
      _ = (N : ZMod p) * (cyclicConv a b x : ZMod p) := by
          -- orthogonality keeps only the pairs of sites with y + z = x
          simp only [phase_orthogonality hw]
          rw [cyclicConv, Int.cast_sum, Finset.mul_sum]
          refine Finset.sum_congr rfl fun y _ => ?_
          rw [Finset.sum_eq_single (x - y)]
          · rw [if_pos (by ring)]
            push_cast
            ring
          · intro z _ hz
            have hne : x ≠ y + z := fun h => hz (by rw [h]; ring)
            rw [if_neg hne, mul_zero]
          · intro h
            exact absurd (Finset.mem_univ _) h
  rw [inverseTransform, key, ← mul_assoc, inv_mul_cancel₀ (length_ne_zero hw), one_mul]
```

## When the lift returns the right integer

The residue at site $x$ is that of $c(x)$. The lift returns the unique integer $m$ with this residue and $-p < 2m \le p$. It therefore returns $c(x)$ exactly when $c(x)$ itself lies in that range:

$$-p < 2c(x) \le p .$$

The library lemma `ZMod.valMinAbs_spec` states this characterisation of the lift, and `residue_eq` supplies the residue.

```lean
/-- The algorithm returns the correct integer at a site exactly when twice that integer lies
above `-p` and does not exceed `p`. -/
theorem modularConv_eq_iff [Fact p.Prime] {w : ZMod p} (hw : orderOf w = N)
    (a b : ZMod N → ℤ) (x : ZMod N) :
    modularConv w a b x = cyclicConv a b x ↔
      -(p : ℤ) < 2 * cyclicConv a b x ∧ 2 * cyclicConv a b x ≤ p := by
  rw [modularConv, residue_eq hw, ZMod.valMinAbs_spec, Set.mem_Ioc,
    mul_comm (cyclicConv a b x) 2]
  exact ⟨fun h => h.2, fun h => ⟨rfl, h⟩⟩
```

If $2|c(k)| < p$ at every site $k$, both inequalities hold everywhere, and the algorithm returns the whole convolution. This is the main theorem. Its hypotheses are that $p$ is prime, that $w$ has order $N$, and that the size bound holds; the existence of a suitable $w$ for given $p$ and $N$ is assumed.

```lean
/-- Exact integer convolution: if `w` has order `N` modulo the prime `p` and every entry of the
cyclic convolution is smaller than `p / 2` in absolute value, the modular algorithm returns the
convolution without error. -/
theorem modularConv_exact [Fact p.Prime] {w : ZMod p} (hw : orderOf w = N)
    (a b : ZMod N → ℤ) (hc : ∀ k, 2 * |cyclicConv a b k| < p) :
    modularConv w a b = cyclicConv a b := by
  funext x
  have h := hc x
  have h1 := le_abs_self (cyclicConv a b x)
  have h2 := neg_abs_le (cyclicConv a b x)
  exact (modularConv_eq_iff hw a b x).mpr ⟨by linarith, by linarith⟩
```

The condition on the order of $w$ matters even when the numbers are small. Take $p = 5$, $N = 2$ and $w = 1$, which has order $1$, and let $a = b = (1,0)$. The convolution is $(1,0)$, well within the size bound. Both transforms are $(1,1)$, and so is their product. With every phase equal to $1$, the inverse transform gives $2^{-1}(1+1) = 1$ at both sites. The output is $(1,1)$: the modes no longer distinguish the sites.

## The bound is sharp for odd primes

Suppose that the algorithm returns $c$ without error. Then $-p < 2c(k) \le p$ at every site $k$. For odd $p$ the even number $2c(k)$ cannot equal $p$, so the second inequality is strict as well and $2|c(k)| < p$. In Lean, `abs_cases` separates the two signs, and `omega` settles the parity argument.

For $p = 2$ this converse fails: with $N = 1$, $w = 1$ and $a = b = 1$, the output $1$ is correct although $2|c| = p$.

```lean
/-- For an odd prime the size condition is also necessary: an error-free result forces every
entry of the convolution to be smaller than `p / 2` in absolute value. -/
theorem bound_of_exact [Fact p.Prime] (hp : p ≠ 2) {w : ZMod p} (hw : orderOf w = N)
    (a b : ZMod N → ℤ) (h : modularConv w a b = cyclicConv a b) (k : ZMod N) :
    2 * |cyclicConv a b k| < p := by
  obtain ⟨h1, h2⟩ := (modularConv_eq_iff hw a b k).mp (congrFun h k)
  have hodd : p % 2 = 1 := (Fact.out : p.Prime).eq_two_or_odd.resolve_left hp
  rcases abs_cases (cyclicConv a b k) with ⟨h3, _⟩ | ⟨h3, _⟩ <;> rw [h3] <;> omega
```

## A bound that needs only the input

The size of $c$ is usually not known in advance. If $|a(x)| \le A$ and $|b(x)| \le B$ at all sites, the triangle inequality gives

$$|c(k)| \le \sum_y |a(y)|\,|b(k-y)| \le N A B ,$$

so any prime $p > 2NAB$ is large enough, provided that `ZMod p` contains the required $w$. The condition is sufficient, and cancellation in the sum may allow a smaller prime.

```lean
/-- A criterion on the size of the input: for `w` of order `N` and sequences bounded by `A` and `B`
in absolute value, a prime larger than `2 N A B` guarantees an error-free convolution. -/
theorem modularConv_exact_of_bounds [Fact p.Prime] {w : ZMod p} (hw : orderOf w = N)
    (a b : ZMod N → ℤ) {A B : ℤ} (ha : ∀ x, |a x| ≤ A) (hb : ∀ x, |b x| ≤ B)
    (hAB : 2 * ((N : ℤ) * (A * B)) < p) :
    modularConv w a b = cyclicConv a b := by
  refine modularConv_exact hw a b fun k => ?_
  have h : |cyclicConv a b k| ≤ (N : ℤ) * (A * B) := by
    calc |cyclicConv a b k| ≤ ∑ y, |a y * b (k - y)| := Finset.abs_sum_le_sum_abs _ _
      _ ≤ ∑ _y : ZMod N, A * B := by
          refine Finset.sum_le_sum fun y _ => ?_
          rw [abs_mul]
          exact mul_le_mul (ha y) (hb _) (abs_nonneg _) ((abs_nonneg _).trans (ha y))
      _ = (N : ℤ) * (A * B) := by simp [ZMod.card]
  linarith
```

For a concrete case, take $p = 257$ and $w = 2$. Since $2^8 = 256 = -1$ modulo $257$, we have $2^{16} = 1$ but $2^8 \ne 1$. The order of $2$ therefore divides $16$ but not $8$, so it is $16$. For entries between $-2$ and $2$ the input bound reads $2 \cdot 16 \cdot 2 \cdot 2 = 128 < 257$. The two powers of $2$ are evaluated by `decide +kernel`, and `orderOf_eq_prime_pow` turns them into the order.

In plane-wave electronic structure calculations, the complex counterpart of this convolution theorem, with the roles of sites and modes exchanged, links products on a grid to cyclic convolutions of discrete Fourier coefficients; the version here is restricted to integer data on a finite one-dimensional periodic grid, where arithmetic modulo $p$ involves no rounding. The transforms are defined as direct sums, and the theorems concern their values, not the speed of a fast algorithm.

```lean
/-- With `p = 257` and `w = 2`, sequences of period 16 with entries between `-2` and `2` are
convolved without error. -/
theorem modularConv_exact_witness (a b : ZMod 16 → ℤ) (ha : ∀ x, |a x| ≤ 2)
    (hb : ∀ x, |b x| ≤ 2) :
    modularConv (2 : ZMod 257) a b = cyclicConv a b := by
  have h : orderOf (2 : ZMod 257) = 2 ^ (3 + 1) :=
    orderOf_eq_prime_pow (by decide +kernel) (by decide +kernel)
  have : Fact (Nat.Prime 257) := ⟨by norm_num⟩
  exact modularConv_exact_of_bounds (h.trans (by norm_num)) a b ha hb (by norm_num)

end

end ExactIntegerConvolution
```

```lean
#print axioms ExactIntegerConvolution.modularConv_exact
#print axioms ExactIntegerConvolution.bound_of_exact
#print axioms ExactIntegerConvolution.modularConv_exact_of_bounds
```

```
'ExactIntegerConvolution.modularConv_exact' depends on axioms: [propext, Classical.choice, Quot.sound]
'ExactIntegerConvolution.bound_of_exact' depends on axioms: [propext, Classical.choice, Quot.sound]
'ExactIntegerConvolution.modularConv_exact_of_bounds' depends on axioms: [propext, Classical.choice, Quot.sound]
```
